# Unit multipole moments and form factors of Gaussian compensation charges

The spherical Bessel function j_l is taken here as its power series, and a compensation charge as its radial function alone. Spherical harmonics do not appear: the angular integrals are assumed to have been done, and what remains is one real integral over r from 0 to ∞ for each angular momentum l = 0, 1, 2, …. With a > 0 the exponent of the Gaussian, the charge in channel l is

g_l(r) = c_l r^l exp(−a r²),  c_l = 2 a^(l+3/2) / Γ(l+3/2).

In the projector augmented-wave (PAW) method, compensation charges, each multiplied by the moment it has to supply, are added near an atom to give the smooth density the multipole moments of the true one. The Gaussian is one of several shapes in use. The results below concern this Gaussian shape, one channel at a time, and give the moment that fixes its normalisation and the radial factor of its plane-wave coefficients.

```lean
import Mathlib

open MeasureTheory Set
open scoped Real Nat

namespace PAWCompensationCharge

noncomputable section
```

## The charge and the Bessel series

`compNorm a l` is c_l and `compCharge a l r` is g_l(r). The parameter `a` is any real number in the definitions; the theorems about integrals add the hypothesis `0 < a`, under which the Gaussian factor decays and c_l is positive.

```lean
/-- The normalisation `c_l` of a Gaussian compensation charge with exponent `a`. -/
def compNorm (a : ℝ) (l : ℕ) : ℝ :=
  2 * a ^ ((l : ℝ) + 3 / 2) / Real.Gamma ((l : ℝ) + 3 / 2)

/-- The radial part `c_l r^l exp(-a r²)` of the compensation charge in channel `l`. -/
def compCharge (a : ℝ) (l : ℕ) (r : ℝ) : ℝ :=
  compNorm a l * r ^ l * Real.exp (-a * r ^ 2)
```

Write n!! for the double factorial, so that (2l+1)!! = 1·3·5···(2l+1). The series of the spherical Bessel function is

j_l(x) = Σ_k b_k(x),  b_k(x) = (−1)^k x^(l+2k) / (2^k k! (2l+2k+1)!!),

with k running over 0, 1, 2, …. In Lean, b_k(x) is `besselTerm l x k` and the sum is `sphBessel l x`.

```lean
/-- The `k`-th term of the power series of the spherical Bessel function `j_l`. -/
def besselTerm (l : ℕ) (x : ℝ) (k : ℕ) : ℝ :=
  (-1) ^ k * x ^ (l + 2 * k) / (2 ^ k * (k ! : ℝ) * ((2 * (l + k) + 1)‼ : ℝ))

/-- The spherical Bessel function `j_l`, defined by its power series. -/
def sphBessel (l : ℕ) (x : ℝ) : ℝ := ∑' k, besselTerm l x k
```

The double factorials will stand in denominators, so their positivity is recorded first, by induction from (2n+3)!! = (2n+3)(2n+1)!!.

```lean
/-- The double factorial of an odd number is positive. -/
theorem odd_doubleFactorial_pos (n : ℕ) : (0 : ℝ) < ((2 * n + 1)‼ : ℝ) := by
  refine Nat.cast_pos.2 ?_
  induction n with
  | zero => exact Nat.one_pos
  | succ n ih =>
    rw [show 2 * (n + 1) + 1 = 2 * n + 1 + 2 by ring, Nat.doubleFactorial_add_two]
    exact Nat.mul_pos (by omega) ih
```

## The normalisation as a double factorial

The recursion Γ(x+1) = x Γ(x) starts from Γ(1/2) = √π and gives Γ(3/2) = √π/2. If Γ(l+3/2) = (2l+1)!! √π / 2^(l+1), then

Γ(l+5/2) = ((2l+3)/2) · (2l+1)!! √π / 2^(l+1) = (2l+3)!! √π / 2^(l+2),

which is the same formula for l+1. The Lean induction has the same two cases.

```lean
/-- The Gamma function at `l + 3/2` in terms of a double factorial. -/
theorem gamma_half_integer (l : ℕ) :
    Real.Gamma ((l : ℝ) + 3 / 2) = ((2 * l + 1)‼ : ℝ) * √π / 2 ^ (l + 1) := by
  induction l with
  | zero =>
    have h : Real.Gamma (1 / 2 + 1) = 1 / 2 * Real.Gamma (1 / 2) :=
      Real.Gamma_add_one (by norm_num)
    rw [Real.Gamma_one_half_eq] at h
    rw [show ((0 : ℕ) : ℝ) + 3 / 2 = 1 / 2 + 1 by norm_num, h,
      show (2 * 0 + 1)‼ = 1 from rfl]
    push_cast
    ring
  | succ n ih =>
    have hn : (n : ℝ) + 3 / 2 ≠ 0 := by positivity
    rw [show ((n + 1 : ℕ) : ℝ) + 3 / 2 = ((n : ℝ) + 3 / 2) + 1 by push_cast; ring,
      Real.Gamma_add_one hn, ih, show 2 * (n + 1) + 1 = 2 * n + 1 + 2 by ring,
      Nat.doubleFactorial_add_two]
    push_cast
    field_simp
    ring
```

Dividing 2 a^(l+3/2) by this value gives

c_l = 2^(l+2) a^(l+3/2) / ((2l+1)!! √π).

For l = 0 this is c_0 = 4 a^(3/2)/√π. A factor of 4π is easily lost at this point. The three-dimensional Gaussian of total charge one is (a/π)^(3/2) exp(−a r²), whose prefactor is c_0/(4π), because c_0 normalises the radial integral with weight r² and not the integral over space.

```lean
/-- The normalisation equals `2^(l+2) a^(l+3/2) / ((2l+1)!! √π)`. -/
theorem compNorm_eq (a : ℝ) (l : ℕ) :
    compNorm a l = 2 ^ (l + 2) * a ^ ((l : ℝ) + 3 / 2) / (((2 * l + 1)‼ : ℝ) * √π) := by
  rw [compNorm, gamma_half_integer]
  generalize a ^ ((l : ℝ) + 3 / 2) = A
  rw [div_div_eq_mul_div]
  ring
```

## Gaussian moments and the unit multipole

Substitute t = a r², so that r = (t/a)^(1/2) and dr = dt / (2 (a t)^(1/2)). For n = 0, 1, 2, …,

∫₀^∞ r^(2n+2) exp(−a r²) dr = (1 / (2 a^(n+3/2))) ∫₀^∞ t^(n+1/2) exp(−t) dt = Γ(n+3/2) / (2 a^(n+3/2)).

Mathlib has this integral for real exponents; the proof specialises it and turns the real powers of r into natural ones. The notation `Ioi (0 : ℝ)` is the half-line r > 0.

```lean
/-- The even radial moments of a Gaussian, by the Gamma integral. -/
theorem gaussian_moment {a : ℝ} (ha : 0 < a) (n : ℕ) :
    ∫ r in Ioi (0 : ℝ), r ^ (2 * n + 2) * Real.exp (-a * r ^ 2)
      = Real.Gamma ((n : ℝ) + 3 / 2) / (2 * a ^ ((n : ℝ) + 3 / 2)) := by
  have hn : (0 : ℝ) ≤ n := n.cast_nonneg
  have h := integral_rpow_mul_exp_neg_mul_rpow (p := 2) (q := 2 * (n : ℝ) + 2) (b := a)
    two_pos (by linarith) ha
  have e : ∀ r : ℝ, r ^ (2 * (n : ℝ) + 2) = r ^ (2 * n + 2) := by
    intro r
    rw [← Real.rpow_natCast, show ((2 * n + 2 : ℕ) : ℝ) = 2 * (n : ℝ) + 2 by simp]
  simp only [e, Real.rpow_two] at h
  rw [h, show (2 * (n : ℝ) + 2 + 1) / 2 = n + 3 / 2 by ring,
    show -(2 * (n : ℝ) + 2 + 1) / 2 = -(n + 3 / 2) by ring, Real.rpow_neg ha.le]
  ring
```

Now set n = l+k and multiply by c_l. The factors a^(l+3/2) and √π cancel:

∫₀^∞ c_l r^(2l+2k+2) exp(−a r²) dr = Γ(l+k+3/2) / (Γ(l+3/2) a^k) = (2l+2k+1)!! / ((2l+1)!! (2a)^k).

In the proof, `hpow` splits a^(l+k+3/2) into a^(l+3/2) a^k, and `field_simp` carries out the cancellation.

```lean
/-- The moments of order `l + 2k` of the compensation charge in channel `l`. -/
theorem scaled_moment {a : ℝ} (ha : 0 < a) (l k : ℕ) :
    ∫ r in Ioi (0 : ℝ), compNorm a l * (r ^ (2 * (l + k) + 2) * Real.exp (-a * r ^ 2))
      = ((2 * (l + k) + 1)‼ : ℝ) / (((2 * l + 1)‼ : ℝ) * (2 * a) ^ k) := by
  have hpow : a ^ (((l + k : ℕ) : ℝ) + 3 / 2) = a ^ ((l : ℝ) + 3 / 2) * a ^ k := by
    rw [← Real.rpow_natCast a k, ← Real.rpow_add ha]
    congr 1
    push_cast
    ring
  rw [integral_const_mul, gaussian_moment ha, gamma_half_integer, compNorm_eq, hpow]
  have hA : a ^ ((l : ℝ) + 3 / 2) ≠ 0 := (Real.rpow_pos_of_pos ha _).ne'
  have hs : √π ≠ 0 := (Real.sqrt_pos.2 Real.pi_pos).ne'
  have hD := (odd_doubleFactorial_pos l).ne'
  generalize a ^ ((l : ℝ) + 3 / 2) = A at hA ⊢
  rw [mul_pow, show (2 : ℝ) ^ (l + k + 1) = 2 ^ l * 2 ^ k * 2 by ring,
    show (2 : ℝ) ^ (l + 2) = 2 ^ l * 4 by ring]
  field_simp
  ring
```

The multipole moment of order l weights the charge with r^l, and the volume element supplies r². Together with the r^l in g_l this makes r^(2l+2), which is the case k = 0:

∫₀^∞ r^l g_l(r) r² dr = (2l+1)!! / (2l+1)!! = 1.

The convention is that of a density g_l(r) Y_lm with normalised spherical harmonics Y_lm and moments defined without a further prefactor.

```lean
/-- The compensation charge in channel `l` has unit multipole moment of order `l`. -/
theorem unit_multipole_moment {a : ℝ} (ha : 0 < a) (l : ℕ) :
    ∫ r in Ioi (0 : ℝ), r ^ l * compCharge a l r * r ^ 2 = 1 := by
  calc _ = ∫ r in Ioi (0 : ℝ),
        compNorm a l * (r ^ (2 * (l + 0) + 2) * Real.exp (-a * r ^ 2)) := by
        congr 1
        funext r
        unfold compCharge
        ring
    _ = 1 := by
        rw [scaled_moment ha l 0]
        simp only [add_zero, pow_zero, mul_one]
        exact div_self (odd_doubleFactorial_pos l).ne'
```

## Convergence of the series and the monopole kernel

Since 2^k ≥ 1 and (2l+2k+1)!! ≥ 1, each term of the Bessel series obeys

|b_k(x)| ≤ |x|^l (x²)^k / k!.

The right-hand sides add up to |x|^l exp(x²), so the series converges for every real x. In Lean, `hden` bounds the denominator and `hnum` evaluates the numerator.

```lean
/-- The power series of `j_l` converges at every real argument. -/
theorem besselTerm_summable (l : ℕ) (x : ℝ) : Summable (besselTerm l x) := by
  refine Summable.of_norm_bounded (g := fun k : ℕ => |x| ^ l * ((x ^ 2) ^ k / (k ! : ℝ)))
    ((Real.summable_pow_div_factorial (x ^ 2)).mul_left _) (fun k => ?_)
  have hk : (0 : ℝ) < (k ! : ℝ) := Nat.cast_pos.2 k.factorial_pos
  have hp := odd_doubleFactorial_pos (l + k)
  have hD : (1 : ℝ) ≤ ((2 * (l + k) + 1)‼ : ℝ) := Nat.one_le_cast.2 (Nat.cast_pos.1 hp)
  have h2 : (1 : ℝ) ≤ 2 ^ k := one_le_pow₀ one_le_two
  have hden : (k ! : ℝ) ≤ 2 ^ k * (k ! : ℝ) * ((2 * (l + k) + 1)‼ : ℝ) := by
    calc (k ! : ℝ) = 1 * (k ! : ℝ) * 1 := by ring
      _ ≤ _ := mul_le_mul (mul_le_mul_of_nonneg_right h2 hk.le) hD zero_le_one (by positivity)
  have hnum : |(-1) ^ k * x ^ (l + 2 * k)| = |x| ^ l * (x ^ 2) ^ k := by
    rw [abs_mul, abs_pow, abs_neg, abs_one, one_pow, one_mul, abs_pow, pow_add, pow_mul, sq_abs]
  rw [besselTerm, Real.norm_eq_abs, abs_div, hnum, abs_of_pos (hk.trans_le hden),
    ← mul_div_assoc]
  exact div_le_div_of_nonneg_left (by positivity) hk hden
```

For l = 0 the denominators are ordinary factorials. The even factors of (2k+1)! multiply to 2^k k! and the odd ones to (2k+1)!!, so

2^k k! (2k+1)!! = (2k+1)!.

Therefore, for x ≠ 0,

j_0(x) = Σ_k (−1)^k x^(2k) / (2k+1)! = sin x / x.

The identity is `hfac`, proved by induction; the rest compares the terms with those of the sine series divided by x.

```lean
/-- The spherical Bessel function of order zero is `sin x / x` away from the origin. -/
theorem sphBessel_zero {x : ℝ} (hx : x ≠ 0) : sphBessel 0 x = Real.sin x / x := by
  have hfac : ∀ k : ℕ, 2 ^ k * k ! * (2 * k + 1)‼ = (2 * k + 1)! := by
    intro k
    induction k with
    | zero => rfl
    | succ n ih =>
      rw [show 2 * (n + 1) + 1 = 2 * n + 1 + 2 by ring, Nat.doubleFactorial_add_two,
        Nat.factorial_succ n,
        show (2 * n + 1 + 2)! = (2 * n + 1 + 2) * ((2 * n + 1 + 1) * (2 * n + 1)!) from rfl,
        ← ih]
      ring
  rw [sphBessel, ← ((Real.hasSum_sin x).div_const x).tsum_eq]
  refine tsum_congr fun k => ?_
  have h : 2 ^ k * (k ! : ℝ) * ((2 * k + 1)‼ : ℝ) = ((2 * k + 1)! : ℝ) := by
    exact_mod_cast hfac k
  simp only [besselTerm, zero_add, h]
  rw [pow_succ x (2 * k), div_right_comm, ← mul_assoc, mul_div_cancel_right₀ _ hx]
```

## The form factor in every channel

Let G be the length of a wave vector; the theorem allows any real G. Because b_k(Gr) = b_k(G) r^(l+2k), the form factor is a sum of the moments already found:

∫₀^∞ g_l(r) j_l(Gr) r² dr = Σ_k b_k(G) ∫₀^∞ c_l r^(2l+2k+2) exp(−a r²) dr.

In each term the factor (2l+2k+1)!! cancels:

b_k(G) · (2l+2k+1)!! / ((2l+1)!! (2a)^k) = (G^l / (2l+1)!!) · (−G²/(4a))^k / k!.

Summing over k gives the exponential series and hence

∫₀^∞ g_l(r) j_l(Gr) r² dr = (G^l / (2l+1)!!) exp(−G²/(4a)).

Sum and integral may be exchanged because the integrals of the absolute values have a finite sum, namely (|G|^l / (2l+1)!!) exp(G²/(4a)).

For a = 1, l = 1 and G = 2, the normalisation is c_1 = 8/(3√π) ≈ 1.505. The first three Bessel coefficients b_k(2) are 2/3, −8/30 and 32/840, and the corresponding moments are 1, 5/2 and 35/4. Their products are 2/3, −2/3 and 1/3, the first terms of (2/3) exp(−1) ≈ 0.245.

The Lean proof follows the same order. `hg` supplies integrability of each term: Mathlib gives a non-integrable function the integral zero, whereas these moments are positive. `hval` is the cancellation, and `hnorm` computes the integrals of the absolute values, using that the moment integrands are non-negative, since c_l is positive and the power of r is even. The exchange itself is `hasSum_integral_of_summable_integral_norm`, and the final `calc` chain expands the integrand, exchanges, evaluates and sums.

```lean
/-- The form factor of the compensation charge in channel `l` is
`G^l / (2l+1)!! · exp(-G²/(4a))`. -/
theorem form_factor {a : ℝ} (ha : 0 < a) (l : ℕ) (G : ℝ) :
    ∫ r in Ioi (0 : ℝ), compCharge a l r * sphBessel l (G * r) * r ^ 2
      = G ^ l / ((2 * l + 1)‼ : ℝ) * Real.exp (-G ^ 2 / (4 * a)) := by
  have hD := odd_doubleFactorial_pos l
  have hratio : ∀ k : ℕ,
      0 < ((2 * (l + k) + 1)‼ : ℝ) / (((2 * l + 1)‼ : ℝ) * (2 * a) ^ k) := fun k =>
    div_pos (odd_doubleFactorial_pos (l + k)) (mul_pos hD (pow_pos (by linarith) k))
  have hc : 0 < compNorm a l :=
    div_pos (mul_pos two_pos (Real.rpow_pos_of_pos ha _)) (Real.Gamma_pos_of_pos (by positivity))
  -- a non-zero moment can only come from an integrable function
  have hg : ∀ k : ℕ, Integrable (fun r : ℝ =>
      compNorm a l * (r ^ (2 * (l + k) + 2) * Real.exp (-a * r ^ 2)))
      (volume.restrict (Ioi 0)) := by
    intro k
    by_contra h
    have h0 := integral_undef h
    rw [scaled_moment ha l k] at h0
    exact (hratio k).ne' h0
  -- the factor (2(l+k)+1)!! cancels, leaving G^l/(2l+1)!! times a term of the exponential series
  have hval : ∀ k : ℕ, besselTerm l G k *
      (((2 * (l + k) + 1)‼ : ℝ) / (((2 * l + 1)‼ : ℝ) * (2 * a) ^ k))
      = G ^ l / ((2 * l + 1)‼ : ℝ) * ((-G ^ 2 / (4 * a)) ^ k / (k ! : ℝ)) := by
    intro k
    have hx : (-G ^ 2 / (4 * a)) ^ k = (-1) ^ k * G ^ (2 * k) / (2 ^ k * (2 * a) ^ k) := by
      rw [show -G ^ 2 / (4 * a) = (-1) * G ^ 2 / (2 * (2 * a)) by ring, div_pow,
        mul_pow (-1 : ℝ) (G ^ 2), mul_pow (2 : ℝ) (2 * a), ← pow_mul]
    have hE := (odd_doubleFactorial_pos (l + k)).ne'
    have hk : (k ! : ℝ) ≠ 0 := Nat.cast_ne_zero.2 k.factorial_ne_zero
    rw [hx, besselTerm, pow_add G l (2 * k)]
    field_simp
  have hnorm : ∀ k : ℕ, ∫ r in Ioi (0 : ℝ), ‖besselTerm l G k *
      (compNorm a l * (r ^ (2 * (l + k) + 2) * Real.exp (-a * r ^ 2)))‖
      = ‖G ^ l / ((2 * l + 1)‼ : ℝ) * ((-G ^ 2 / (4 * a)) ^ k / (k ! : ℝ))‖ := by
    intro k
    have hn : ∀ r : ℝ, ‖besselTerm l G k *
        (compNorm a l * (r ^ (2 * (l + k) + 2) * Real.exp (-a * r ^ 2)))‖
        = ‖besselTerm l G k‖ *
          (compNorm a l * (r ^ (2 * (l + k) + 2) * Real.exp (-a * r ^ 2))) := by
      intro r
      have hr : 0 ≤ r ^ (2 * (l + k) + 2) := Even.pow_nonneg ⟨l + k + 1, by ring⟩ r
      rw [norm_mul, Real.norm_of_nonneg (mul_nonneg hc.le (mul_nonneg hr (Real.exp_pos _).le))]
    simp only [hn]
    rw [integral_const_mul, scaled_moment ha l k, ← hval k, norm_mul,
      Real.norm_of_nonneg (hratio k).le]
  have hs : Summable fun k : ℕ =>
      G ^ l / ((2 * l + 1)‼ : ℝ) * ((-G ^ 2 / (4 * a)) ^ k / (k ! : ℝ)) :=
    (Real.summable_pow_div_factorial _).mul_left _
  -- exchange of the Bessel series with the radial integral
  have H := hasSum_integral_of_summable_integral_norm (μ := volume.restrict (Ioi (0 : ℝ)))
    (F := fun (k : ℕ) (r : ℝ) => besselTerm l G k *
      (compNorm a l * (r ^ (2 * (l + k) + 2) * Real.exp (-a * r ^ 2))))
    (fun k => (hg k).const_mul _) ((summable_congr hnorm).2 hs.norm)
  have hexp : ∑' k : ℕ, (-G ^ 2 / (4 * a)) ^ k / (k ! : ℝ) = Real.exp (-G ^ 2 / (4 * a)) := by
    rw [Real.exp_eq_exp_ℝ, NormedSpace.exp_eq_tsum_div]
  calc _ = ∫ r in Ioi (0 : ℝ), ∑' k : ℕ, besselTerm l G k *
        (compNorm a l * (r ^ (2 * (l + k) + 2) * Real.exp (-a * r ^ 2))) := by
        congr 1
        funext r
        rw [compCharge, sphBessel, ← tsum_mul_left, ← tsum_mul_right]
        refine tsum_congr fun k => ?_
        unfold besselTerm
        ring
    _ = ∑' k : ℕ, ∫ r in Ioi (0 : ℝ), besselTerm l G k *
        (compNorm a l * (r ^ (2 * (l + k) + 2) * Real.exp (-a * r ^ 2))) := H.tsum_eq.symm
    _ = ∑' k : ℕ, G ^ l / ((2 * l + 1)‼ : ℝ) * ((-G ^ 2 / (4 * a)) ^ k / (k ! : ℝ)) :=
        tsum_congr fun k => by rw [integral_const_mul, scaled_moment ha l k, hval k]
    _ = _ := by rw [tsum_mul_left, hexp]
```

The three-dimensional Fourier transform of g_l(r) Y_lm, taken as the integral over space with the phase exp(−i**G**·**r**) and no prefactor, is this form factor times 4π (−i)^l Y_lm(Ĝ), with Ĝ the direction of the wave vector **G**. The further factor comes from the plane-wave expansion.

## The monopole

For l = 0 the prefactor G^l/(2l+1)!! is 1. With G ≠ 0 and r > 0 the argument Gr is non-zero, so j_0(Gr) can be written as sin(Gr)/(Gr):

∫₀^∞ c_0 r² exp(−a r²) sin(Gr)/(Gr) dr = exp(−G²/(4a)).

The hypothesis `hG : G ≠ 0` includes the physical case G > 0. At G = 0 the quotient has to be replaced by its limit 1, and `form_factor` covers that point because the series gives j_0(0) = 1. The proof replaces the kernel on the half-line by `sphBessel 0` and applies `form_factor` with l = 0.

```lean
/-- The monopole form factor, with kernel `sin(Gr)/(Gr)`, is `exp(-G²/(4a))`. -/
theorem monopole_form_factor {a G : ℝ} (ha : 0 < a) (hG : G ≠ 0) :
    ∫ r in Ioi (0 : ℝ), compNorm a 0 * r ^ 2 * Real.exp (-a * r ^ 2) *
      (Real.sin (G * r) / (G * r)) = Real.exp (-G ^ 2 / (4 * a)) := by
  calc _ = ∫ r in Ioi (0 : ℝ), compCharge a 0 r * sphBessel 0 (G * r) * r ^ 2 :=
        setIntegral_congr_fun measurableSet_Ioi fun r hr => by
          have hr' : 0 < r := hr
          rw [sphBessel_zero (mul_ne_zero hG hr'.ne'), compCharge]
          ring
    _ = _ := by
        rw [form_factor ha 0 G, show (2 * 0 + 1)‼ = 1 from rfl]
        simp

end

end PAWCompensationCharge
```

```lean
#print axioms PAWCompensationCharge.unit_multipole_moment
#print axioms PAWCompensationCharge.besselTerm_summable
#print axioms PAWCompensationCharge.monopole_form_factor
```

```
'PAWCompensationCharge.unit_multipole_moment' depends on axioms: [propext, Classical.choice, Quot.sound]
'PAWCompensationCharge.besselTerm_summable' depends on axioms: [propext, Classical.choice, Quot.sound]
'PAWCompensationCharge.monopole_form_factor' depends on axioms: [propext, Classical.choice, Quot.sound]
```
